# At fixed total filling, an off-diagonal coupling never raises the band energy of two fragments

## The energy of a cut

In a tight-binding model, the band-energy part of the cost of splitting a molecule or cleaving a cluster can be estimated by summing the occupied levels of the whole system, deleting the hopping terms between the two parts, summing the occupied levels of the separate parts, and subtracting the first sum from the second. For non-interacting electrons in an orthonormal basis, with the total number of filled levels and the Hamiltonian inside each part left unchanged by the cut, this difference is never negative, however the filled levels are divided between the parts.

The same inequality says that two separate fragment diagonalisations give an upper bound on the band energy of the coupled system, as long as the model is a finite Hermitian matrix in an orthonormal basis.

## The inequality and its Lean form

Let A and B be the Hermitian Hamiltonians of the two fragments, and let C hold the hopping amplitudes between them. With C† the conjugate transpose of C, the coupled system has the Hamiltonian

H = [ A, C ; C†, B ]

where the semicolon separates the block rows. Write E_H(N) for the sum of the N lowest eigenvalues of H, counted with multiplicity, and likewise for A and B. For k ≤ dim A and l ≤ dim B, the theorem `bandEnergy_coupled_le` states

E_H(k + l) ≤ E_A(k) + E_B(l).

A second theorem, `bandEnergy_coupled_full`, says that this is an equality for every C when k = dim A and l = dim B. When every level of both fragments is filled, the coupling leaves the band energy unchanged.

In Lean, `m` and `n` are not numbers but finite index types, which label the orbitals of the fragments; the dimensions are `Fintype.card m` and `Fintype.card n`. The matrix H is `fromBlocks A C Cᴴ B`. The name `coupled` stands for the proof that this matrix is Hermitian, not for the matrix itself.

The function `lowestSum e k` is the minimum total energy over all choices of k distinct levels from the list `e`, and `bandEnergy` applies it to the eigenvalues. If k exceeds the number of levels there is nothing to choose from and Lean returns 0, which is no band energy; the hypotheses `hk` and `hl` exclude this for the fragments.

Each filled level holds one electron. If the matrix is written in spatial orbitals and every filled level is doubly occupied, the band energies need a factor of two. "Band" refers here to the levels of a finite matrix, without Bloch momentum. Overlap between basis orbitals, electron-electron interaction and the repulsion between the atomic cores are absent.

A further assumption in applying this model to a real bond is the identification of A and B, the diagonal blocks of H, with the Hamiltonians of the isolated fragments. If on-site energies or geometries relax after the cut, the blocks change and the inequality no longer compares the two situations.

## Fractional occupations cost at least as much as the lowest levels

Take levels eᵢ and choose a set s of k levels with the least total energy. No level i in s lies above a level j outside s, since moving a particle from i to j would otherwise lower the energy. Hence there is a Fermi level μ with eᵢ ≤ μ inside s and eᵢ ≥ μ outside s. For k ≥ 1 the highest filled level will do; for k = 0 any μ below all levels will do.

Now let wᵢ be occupations with 0 ≤ wᵢ ≤ 1 and Σᵢ wᵢ = k. Set θᵢ = 1 for i in s and θᵢ = 0 otherwise. Then

(wᵢ − θᵢ)(eᵢ − μ) ≥ 0

for every i: inside s neither factor is positive, and outside s neither is negative. Summing over i gives

Σᵢ wᵢ eᵢ − Σᵢ θᵢ eᵢ − μ (Σᵢ wᵢ − k) ≥ 0.

The last bracket vanishes, so Σᵢ wᵢ eᵢ is at least the sum of the k lowest levels.

## Filled orbitals as occupations of eigenstates

Let uⱼ be orthonormal eigenvectors of H with eigenvalues εⱼ, and let vᵢ be any orthonormal basis of the same space. Define the overlaps Wⱼᵢ = ⟨uⱼ|vᵢ⟩. Expanding vᵢ in eigenvectors gives

⟨vᵢ|H|vᵢ⟩ = Σⱼ |Wⱼᵢ|² εⱼ.

Fill a set S of the orbitals vᵢ. Their total energy is Σⱼ wⱼ εⱼ, where

wⱼ = Σ(i∈S) |Wⱼᵢ|².

The matrix W is unitary. Its columns are normalised, so Σⱼ wⱼ equals the number of orbitals in S. Its rows are normalised, so 0 ≤ wⱼ ≤ 1. By the previous result, the energy of the filled orbitals is at least E_H(|S|), where |S| is the number of orbitals in S.

## Fragment eigenvectors as trial orbitals

Let pᵢ be orthonormal eigenvectors of A with eigenvalues αᵢ, and qⱼ those of B with eigenvalues βⱼ. Extended by zero, the vectors (pᵢ, 0) and (0, qⱼ) form an orthonormal basis of the coupled system. Since

H (pᵢ, 0) = (A pᵢ, C† pᵢ) = (αᵢ pᵢ, C† pᵢ),

the energy of (pᵢ, 0) in the coupled system is αᵢ: the component C† pᵢ lies on the other fragment and is orthogonal to (pᵢ, 0). In the same way H (0, qⱼ) = (C qⱼ, βⱼ qⱼ), and the energy of (0, qⱼ) is βⱼ.

Fill the k lowest of the pᵢ and the l lowest of the qⱼ. These k + l orbitals have the total energy E_A(k) + E_B(l), which is therefore at least E_H(k + l).

At complete filling each band energy is a trace, and

tr H = tr A + tr B,

which contains no C. This gives the equality.

## A coupled matrix that is not Hermitian

Suppose the lower-left block is not C†. Take one orbital on each fragment, A = (0) and B = (5), and

H = [ 0, 2 ; −2, 5 ].

The trace is 5 and the determinant is 4, so the eigenvalues are 1 and 4. With k = 1 and l = 0 the inequality would read 1 ≤ 0. Hermitian fragments and real eigenvalues of the whole matrix are thus not enough.

## The complete Lean file

```lean
import Mathlib

open Matrix

namespace CuttingBonds

noncomputable section

variable {m n : Type*} [Fintype m] [DecidableEq m] [Fintype n] [DecidableEq n]

/-- The least total energy of `k` distinct levels chosen from the list `e`,
for `k` at most the number of levels. -/
def lowestSum (e : n → ℝ) (k : ℕ) : ℝ :=
  ⨅ s : {s : Finset n // s.card = k}, ∑ i ∈ s.1, e i

/-- The band energy of a Hermitian matrix: the sum of its `k` lowest eigenvalues, counted with
multiplicity, for `k` at most the dimension. -/
def bandEnergy {H : Matrix n n ℂ} (hH : H.IsHermitian) (k : ℕ) : ℝ :=
  lowestSum hH.eigenvalues k

/-- Aufbau principle: for `k` at most the number of levels, the least energy is reached by a set
of `k` levels none of which lies above a level left empty. -/
theorem aufbau (e : n → ℝ) {k : ℕ} (hk : k ≤ Fintype.card n) :
    ∃ s : Finset n, s.card = k ∧ lowestSum e k = ∑ i ∈ s, e i ∧
      ∀ i ∈ s, ∀ j ∉ s, e i ≤ e j := by
  obtain ⟨s0, -, hs0⟩ := Finset.exists_subset_card_eq
    (s := (Finset.univ : Finset n)) (n := k) (by simpa using hk)
  have : Nonempty {s : Finset n // s.card = k} := ⟨⟨s0, hs0⟩⟩
  obtain ⟨⟨s, hs⟩, hmin⟩ := exists_eq_ciInf_of_finite
    (f := fun s : {s : Finset n // s.card = k} => ∑ i ∈ s.1, e i)
  refine ⟨s, hs, hmin.symm, fun i hi j hj => ?_⟩
  -- moving one particle from level i to level j cannot lower the energy
  have hj' : j ∉ s.erase i := fun h => hj (Finset.mem_of_mem_erase h)
  have hc : (insert j (s.erase i)).card = k := by
    rw [Finset.card_insert_of_notMem hj', Finset.card_erase_add_one hi, hs]
  have hle : ∑ x ∈ s, e x ≤ ∑ x ∈ insert j (s.erase i), e x :=
    hmin.trans_le (ciInf_le (Set.finite_range
      (fun s : {s : Finset n // s.card = k} => ∑ i ∈ s.1, e i)).bddBelow ⟨_, hc⟩)
  rw [Finset.sum_insert hj'] at hle
  have := Finset.add_sum_erase s e hi
  linarith

/-- Fractional occupations between 0 and 1 that add up to `k` cost at least as much energy as
filling the `k` lowest levels. -/
theorem lowestSum_le_fractional (e w : n → ℝ) {k : ℕ} (h0 : ∀ i, 0 ≤ w i)
    (h1 : ∀ i, w i ≤ 1) (hw : ∑ i, w i = k) : lowestSum e k ≤ ∑ i, w i * e i := by
  have hk : k ≤ Fintype.card n := by
    have h : (k : ℝ) ≤ Fintype.card n := by
      rw [← hw]
      calc ∑ i, w i ≤ ∑ _i : n, (1 : ℝ) := Finset.sum_le_sum fun i _ => h1 i
        _ = Fintype.card n := by simp
    exact_mod_cast h
  obtain ⟨s, hs, hE, hord⟩ := aufbau e hk
  -- a Fermi level separates filled from empty levels
  obtain ⟨μ, hlow, hhigh⟩ : ∃ μ, (∀ i ∈ s, e i ≤ μ) ∧ ∀ j ∉ s, μ ≤ e j := by
    rcases s.eq_empty_or_nonempty with h | h
    · obtain ⟨μ, hμ⟩ := (Set.finite_range e).bddBelow
      exact ⟨μ, by simp [h], fun j _ => hμ ⟨j, rfl⟩⟩
    · obtain ⟨i, hi, hmax⟩ := s.exists_max_image e h
      exact ⟨e i, hmax, hord i hi⟩
  have key : 0 ≤ ∑ i, (w i - if i ∈ s then (1 : ℝ) else 0) * (e i - μ) := by
    refine Finset.sum_nonneg fun i _ => ?_
    split_ifs with hi
    · nlinarith [mul_nonneg (sub_nonneg.2 (h1 i)) (sub_nonneg.2 (hlow i hi))]
    · nlinarith [mul_nonneg (h0 i) (sub_nonneg.2 (hhigh i hi))]
  have expand : ∑ i, (w i - if i ∈ s then (1 : ℝ) else 0) * (e i - μ)
      = ∑ i, w i * e i - ∑ i ∈ s, e i - μ * (∑ i, w i - s.card) := by
    have a1 : ∑ i, (if i ∈ s then (1 : ℝ) else 0) = s.card := by simp
    have a2 : ∑ i, (if i ∈ s then (1 : ℝ) else 0) * e i = ∑ i ∈ s, e i := by simp
    rw [← a1, ← a2, ← Finset.sum_sub_distrib, ← Finset.sum_sub_distrib, Finset.mul_sum,
      ← Finset.sum_sub_distrib]
    exact Finset.sum_congr rfl fun i _ => by ring
  rw [expand, hw, hs, sub_self, mul_zero] at key
  rw [hE]
  linarith

/-- A Hermitian matrix is diagonal, with its eigenvalues as entries, in some orthonormal basis. -/
theorem exists_eigenbasis {H : Matrix n n ℂ} (hH : H.IsHermitian) :
    ∃ U : Matrix n n ℂ, Uᴴ * U = 1 ∧
      Uᴴ * H * U = diagonal (fun i => (hH.eigenvalues i : ℂ)) := by
  have hU : (hH.eigenvectorUnitary : Matrix n n ℂ)ᴴ * (hH.eigenvectorUnitary : Matrix n n ℂ) = 1 :=
    Matrix.mem_unitaryGroup_iff'.1 hH.eigenvectorUnitary.2
  have hHU : H * (hH.eigenvectorUnitary : Matrix n n ℂ)
      = (hH.eigenvectorUnitary : Matrix n n ℂ) * diagonal (fun i => (hH.eigenvalues i : ℂ)) := by
    ext i j
    have h := congrFun (hH.mulVec_eigenvectorBasis j) i
    rw [Matrix.mul_diagonal]
    simpa [Matrix.mul_apply, Matrix.mulVec, dotProduct,
      Matrix.IsHermitian.eigenvectorUnitary_apply, mul_comm] using h
  exact ⟨_, hU, by rw [mul_assoc, hHU, ← mul_assoc, hU, one_mul]⟩

/-- Filling a set `S` of orbitals from an orthonormal basis `V` amounts to occupying the eigenstates
of a Hermitian `H` fractionally, with the same particle number and the same energy. -/
theorem exists_occupations {H : Matrix n n ℂ} (hH : H.IsHermitian) (V : Matrix n n ℂ)
    (hV : Vᴴ * V = 1) (S : Finset n) :
    ∃ w : n → ℝ, (∀ j, 0 ≤ w j) ∧ (∀ j, w j ≤ 1) ∧ ∑ j, w j = S.card ∧
      ∑ i ∈ S, ((Vᴴ * H * V) i i).re = ∑ j, w j * hH.eigenvalues j := by
  obtain ⟨U, hU, hD⟩ := exists_eigenbasis hH
  have hU' : U * Uᴴ = 1 := mul_eq_one_comm.1 hU
  -- W holds the overlaps of eigenstates with orbitals
  obtain ⟨W, hWd⟩ : ∃ W, W = Uᴴ * V := ⟨_, rfl⟩
  have hUW : U * W = V := by rw [hWd, ← mul_assoc, hU', one_mul]
  have hW : Wᴴ * W = 1 := by
    calc Wᴴ * W = Vᴴ * (U * W) := by
          rw [← mul_assoc]; congr 1; rw [hWd, conjTranspose_mul, conjTranspose_conjTranspose]
      _ = 1 := by rw [hUW, hV]
  have hW' : W * Wᴴ = 1 := mul_eq_one_comm.1 hW
  have col : ∀ i, ∑ j, Complex.normSq (W j i) = 1 := fun i => by
    have h := congrArg Complex.re (congrFun (congrFun hW i) i)
    simpa [Matrix.mul_apply, Complex.normSq_apply] using h
  have row : ∀ j, ∑ i, Complex.normSq (W j i) = 1 := fun j => by
    have h := congrArg Complex.re (congrFun (congrFun hW' j) j)
    simpa [Matrix.mul_apply, Complex.normSq_apply] using h
  have hen : ∀ i, ((Vᴴ * H * V) i i).re
      = ∑ j, Complex.normSq (W j i) * hH.eigenvalues j := fun i => by
    have h : Vᴴ * H * V = Wᴴ * diagonal (fun i => (hH.eigenvalues i : ℂ)) * W := by
      rw [← hD, ← hUW]
      simp only [conjTranspose_mul, mul_assoc]
    rw [h, Matrix.mul_apply, Complex.re_sum]
    refine Finset.sum_congr rfl fun j _ => ?_
    rw [Matrix.mul_diagonal]
    simp [Complex.normSq_apply]
    ring
  refine ⟨fun j => ∑ i ∈ S, Complex.normSq (W j i),
    fun j => Finset.sum_nonneg fun i _ => Complex.normSq_nonneg _, fun j => ?_, ?_, ?_⟩
  · rw [← row j]
    exact Finset.sum_le_sum_of_subset_of_nonneg (Finset.subset_univ S)
      fun i _ _ => Complex.normSq_nonneg _
  · rw [Finset.sum_comm]
    simp [col]
  · simp only [hen, Finset.sum_mul]
    exact Finset.sum_comm

omit [Fintype m] [DecidableEq m] [Fintype n] [DecidableEq n] in
/-- Two Hermitian fragments joined by a coupling `C` and its adjoint form a Hermitian matrix. -/
theorem coupled {A : Matrix m m ℂ} {B : Matrix n n ℂ} (hA : A.IsHermitian)
    (hB : B.IsHermitian) (C : Matrix m n ℂ) : (fromBlocks A C Cᴴ B).IsHermitian :=
  Matrix.IsHermitian.fromBlocks hA rfl hB

/-- For Hermitian fragments `A` and `B` joined by a coupling `C` and its adjoint, the `k + l` lowest
eigenvalues of the coupled system sum to at most the `k` lowest of fragment `A` plus the `l` lowest
of fragment `B`, for `k` and `l` within the fragment sizes. -/
theorem bandEnergy_coupled_le {A : Matrix m m ℂ} {B : Matrix n n ℂ} (hA : A.IsHermitian)
    (hB : B.IsHermitian) (C : Matrix m n ℂ) {k l : ℕ} (hk : k ≤ Fintype.card m)
    (hl : l ≤ Fintype.card n) :
    bandEnergy (coupled hA hB C) (k + l) ≤ bandEnergy hA k + bandEnergy hB l := by
  obtain ⟨s, hs, hEs, -⟩ := aufbau hA.eigenvalues hk
  obtain ⟨t, ht, hEt, -⟩ := aufbau hB.eigenvalues hl
  obtain ⟨P, hP, hPd⟩ := exists_eigenbasis hA
  obtain ⟨Q, hQ, hQd⟩ := exists_eigenbasis hB
  -- the fragment orbitals, extended by zero, are a basis of the whole system
  have hV : (fromBlocks P 0 0 Q)ᴴ * fromBlocks P 0 0 Q = 1 := by
    simp [fromBlocks_conjTranspose, fromBlocks_multiply, hP, hQ]
  have hblk : (fromBlocks P 0 0 Q)ᴴ * fromBlocks A C Cᴴ B * fromBlocks P 0 0 Q
      = fromBlocks (Pᴴ * A * P) (Pᴴ * C * Q) (Qᴴ * Cᴴ * P) (Qᴴ * B * Q) := by
    simp [fromBlocks_conjTranspose, fromBlocks_multiply]
  obtain ⟨w, h0, h1, hw, hE⟩ := exists_occupations (coupled hA hB C) _ hV (s.disjSum t)
  have h := lowestSum_le_fractional (coupled hA hB C).eigenvalues w h0 h1 hw
  rw [← hE, hblk, hPd, hQd, Finset.card_disjSum, hs, ht, Finset.sum_disjSum] at h
  simp only [fromBlocks_apply₁₁, fromBlocks_apply₂₂, diagonal_apply_eq, Complex.ofReal_re] at h
  unfold bandEnergy
  rw [hEs, hEt]
  exact h

/-- The band energy of a completely filled band is the trace of the Hamiltonian. -/
theorem bandEnergy_full {H : Matrix n n ℂ} (hH : H.IsHermitian) :
    bandEnergy hH (Fintype.card n) = H.trace.re := by
  obtain ⟨s, hs, hE, -⟩ := aufbau hH.eigenvalues le_rfl
  rw [(Finset.card_eq_iff_eq_univ s).1 hs] at hE
  rw [bandEnergy, hE, hH.trace_eq_sum_eigenvalues]
  simp

/-- At complete filling the band energy of the coupled system equals the sum of the fragment
band energies, whatever the coupling. -/
theorem bandEnergy_coupled_full {A : Matrix m m ℂ} {B : Matrix n n ℂ} (hA : A.IsHermitian)
    (hB : B.IsHermitian) (C : Matrix m n ℂ) :
    bandEnergy (coupled hA hB C) (Fintype.card m + Fintype.card n)
      = bandEnergy hA (Fintype.card m) + bandEnergy hB (Fintype.card n) := by
  rw [← Fintype.card_sum, bandEnergy_full, bandEnergy_full, bandEnergy_full]
  simp [Matrix.trace, Fintype.sum_sum_type]

end

end CuttingBonds
```

```lean
#print axioms CuttingBonds.bandEnergy_coupled_le
-- 'CuttingBonds.bandEnergy_coupled_le' depends on axioms: [propext, Classical.choice, Quot.sound]
#print axioms CuttingBonds.bandEnergy_coupled_full
-- 'CuttingBonds.bandEnergy_coupled_full' depends on axioms: [propext, Classical.choice, Quot.sound]
```

## From level lists to the coupled matrix

`aufbau` supplies the set s. There are finitely many sets of k levels, and at least one because k does not exceed the number of levels, so the minimum is attained. The ordering comes from comparing s with the set in which i has been replaced by j, namely `insert j (s.erase i)`.

`lowestSum_le_fractional` is the Fermi-level argument. It first deduces from the occupations that k is at most the number of levels, then obtains μ, with the empty set treated separately. The statement `key` is the sum of the non-negative products, and its two cases are the levels inside and outside s. The statement `expand` multiplies the sum out, after which the term with μ vanishes by particle number.

`exists_eigenbasis` restates Mathlib's spectral theorem as a matrix equation: a matrix `U` with orthonormal columns makes `Uᴴ * H * U` diagonal, with the eigenvalues as entries.

`exists_occupations` treats the columns of `V` as the orbitals vᵢ and sets `W = Uᴴ * V`. The facts `col` and `row` are the two normalisations, read off from the diagonals of `Wᴴ * W = 1` and `W * Wᴴ = 1`; for square matrices the second equation follows from the first. The fact `hen` is the expansion of an orbital energy in eigenvalues. Exchanging the order of the sums over i and j then gives the particle number and the total energy.

In `bandEnergy_coupled_le`, the eigenvectors of A and B are the columns of `P` and `Q`, and `fromBlocks P 0 0 Q` extends them by zero. The identity `hblk` computes H in this basis. The coupling survives there as `Pᴴ * C * Q` and its adjoint, but these are off-diagonal blocks, while the orbital energies are diagonal entries. The filled set `s.disjSum t` joins the k chosen orbitals of A to the l chosen orbitals of B, so its size is k + l and its energy splits into the two fragment sums. The lemmas `exists_occupations` and `lowestSum_le_fractional` then give the inequality.

`bandEnergy_full` notes that a set containing as many levels as exist contains all of them, and that the eigenvalues sum to the trace. `bandEnergy_coupled_full` applies this to H, A and B and splits the trace of the block matrix.
